# Pair correlations of L1₀, L1₁, phase 40 and the ++−− stacking on four fcc shells, and the one weighted average that cancels them all

One wrong sign in a table of pair correlations can be enough to spoil a cheap model of a random alloy. I want to average the energies of a few small ordered fcc structures with weights that cancel their short-range order. If the table is wrong, a least-squares solver still returns weights, and the "random" energy I get from them can contain order that I never see.

The structures are L1₀, L1₁, phase 40 and the layer sequence ++−− along $z$. On the shells (110), (200), (211), (220), in units of half the cubic edge, I have the pair correlations

- L1₀: $-1/3,\ 1,\ -1/3,\ 1$
- L1₁: $0,\ -1,\ 0,\ 1$
- phase 40: $-1/3,\ 1/3,\ 1/3,\ -1/3$
- ++−− along $z$: $1/3,\ 1/3,\ -1/3,\ -1/3$

Are these right, and do they fix the weights? I would like a real proof, checked by a machine, and not just another script that agrees with mine.

---

The table is right, and it does fix the weights. Among all weights with sum one, exactly one choice makes the mean correlation vanish on all four shells: 0 for L1₀, 1/4 for L1₁, 3/8 for phase 40 and 3/8 for the ++−− stacking. The cancellation also holds on the fifth shell, and it fails completely on the sixth.

## Counting neighbour vectors by hand

Write a site as $r=(x,y,z)$ with integer coordinates and even sum, and put a spin $s(r)=\pm1$ on it for the two species. For a shell represented by the vector $h$, let $v=(v_x,v_y,v_z)$ run over all integer vectors as long as $h$. The pair correlation $\Pi_h(s)$ is the average of $s(r)\,s(r+v)$ over sites $r$ and over these $v$. The four shells have 12, 6, 24 and 12 vectors.

**L1₀.** Here $s(r)=(-1)^z$, so $s(r)s(r+v)=(-1)^{v_z}$ at every site.

- (110): 4 vectors have $v_z=0$ and 8 have $v_z=\pm1$, which gives $(4-8)/12=-1/3$.
- (200) and (220): $v_z$ is always even, which gives $1$.
- (211): 8 vectors have $v_z=\pm2$ and 16 have $v_z=\pm1$, which gives $(8-16)/24=-1/3$.

**L1₁.** Here $s(r)=(-1)^{(x+y+z)/2}$, so the product is $(-1)^{(v_x+v_y+v_z)/2}$.

- (110): the component sum is $\pm2$ for 6 vectors and $0$ for 6, which gives $0$.
- (200): the sum is always $\pm2$, which gives $-1$.
- (211): with the long component equal to $2$, the sums are $4,2,2,0$, with signs $+,-,-,+$. Reversing $v$ changes nothing, so the average is $0$.
- (220): the sum is $0$ or $\pm4$, which gives $1$.

**The two ++−− patterns.** Let $g(n)$ be $+1$ for $n\equiv0,1$ and $-1$ for $n\equiv2,3$ modulo 4. Averaged over the four residues of $n$, the product $g(n)g(n+m)$ is

$$
\gamma(m)=\begin{cases}1 & m\equiv0\\ 0 & m \text{ odd}\\ -1 & m\equiv2\end{cases}\pmod 4 .
$$

The stacking along $z$ is $s(r)=g(z)$, and phase 40 is $s(r)=g(2x+z)$. In both cases the argument takes each residue equally often over the fcc sites, so a vector $v$ contributes $\gamma(v_z)$ or $\gamma(2v_x+v_z)$.

For the stacking along $z$:

- (110): 4 vectors contribute $1$ and 8 contribute $0$, which gives $1/3$.
- (200): 4 contribute $1$ and 2 contribute $-1$, which gives $1/3$.
- (211): 8 contribute $-1$ and 16 contribute $0$, which gives $-1/3$.
- (220): 4 contribute $1$ and 8 contribute $-1$, which gives $-1/3$.

For phase 40:

- (110): only $v_z=0$ counts. Then $v_x=\pm1$ and $2v_x=\pm2$, so 4 vectors contribute $-1$, which gives $-1/3$.
- (200): the vectors along $x$ and $y$ contribute $1$ each and the two along $z$ contribute $-1$ each, which gives $(4-2)/6=1/3$.
- (211): only $v_z=\pm2$ counts. Then $v_x=\pm1$ and $2v_x+v_z$ is $0$ or $\pm4$, so 8 vectors contribute $1$, which gives $1/3$.
- (220): the 4 vectors with $v_z=0$ contribute $1$ and the 8 with $v_z=\pm2$ contribute $-1$, which gives $-1/3$.

## Four equations for the weights

Let $a,b,c,d$ be the weights of L1₀, L1₁, phase 40 and the $z$ stacking, with $a+b+c+d=1$. A vanishing mean on the four shells, in order, means

$$
\begin{aligned}
-\tfrac a3-\tfrac c3+\tfrac d3&=0, & a-b+\tfrac c3+\tfrac d3&=0,\\
-\tfrac a3+\tfrac c3-\tfrac d3&=0, & a+b-\tfrac c3-\tfrac d3&=0 .
\end{aligned}
$$

The (110) and (211) equations add up to $-2a/3=0$, so $a=0$, and then $c=d$. The other two both become $b=2c/3$. The sum condition reads $\tfrac23c+2c=1$, so $c=d=3/8$ and $b=1/4$. These values satisfy all four equations.

On (310), with 24 vectors, L1₁ gives $0$, phase 40 gives $-1/3$ and the $z$ stacking gives $1/3$, so the mean is again $0$. On (222), each of the three structures gives $-1$: all eight sixth neighbours of any atom belong to the other species. No averaging among these three can remove that.

## The Lean file

```lean
import Mathlib

open Finset

namespace FccOrderingCorrelations

/-- A point of the cubic grid, in units of half the cubic lattice constant;
the fcc sites are the points with even coordinate sum. -/
abbrev Site := ℤ × ℤ × ℤ

/-- The squared length of a grid vector. -/
def len2 (v : Site) : ℤ := v.1 * v.1 + v.2.1 * v.2.1 + v.2.2 * v.2.2

/-- The 4 × 4 × 4 periodic cell of the fcc lattice. -/
noncomputable def cell : Finset Site :=
  (Icc 0 3 ×ˢ Icc 0 3 ×ˢ Icc 0 3).filter fun r => (r.1 + r.2.1 + r.2.2) % 2 = 0

/-- The neighbour shell of `h`: all grid vectors as long as `h`, for `h` of squared length
below 16. -/
noncomputable def shell (h : Site) : Finset Site :=
  (Icc (-3) 3 ×ˢ Icc (-3) 3 ×ˢ Icc (-3) 3).filter fun v => len2 v = len2 h

/-- The pair correlation of the spin pattern `s`, averaged over the sites of the cell and over
the shell of `h`, for `h` of squared length below 16. -/
noncomputable def corr (s : Site → ℤ) (h : Site) : ℚ :=
  ((∑ r ∈ cell, ∑ v ∈ shell h, s r * s (r + v) : ℤ) : ℚ) / (cell.card * (shell h).card : ℕ)

/-- The alternating sequence + - + - of layers. -/
def alternating (n : ℤ) : ℤ := if n % 2 = 0 then 1 else -1

/-- The sequence + + - - of layers. -/
def doubled (n : ℤ) : ℤ := if n % 4 < 2 then 1 else -1

/-- The L1₀ ordering: layers alternate along z. -/
def L10 (r : Site) : ℤ := alternating r.2.2

/-- The L1₁ ordering: the close-packed (111) layers alternate. -/
def L11 (r : Site) : ℤ := alternating ((r.1 + r.2.1 + r.2.2) / 2)

/-- The ordering called phase 40: the sequence + + - - in 2x + z. -/
def phase40 (r : Site) : ℤ := doubled (2 * r.1 + r.2.2)

/-- The ordering with the layer sequence + + - - along z. -/
def Z2 (r : Site) : ℤ := doubled r.2.2

/-- The four orderings. -/
def orderings : List (Site → ℤ) := [L10, L11, phase40, Z2]

/-- The first four fcc neighbour shells, each given by one of its vectors. -/
def fourShells : List Site := [(1, 1, 0), (2, 0, 0), (2, 1, 1), (2, 2, 0)]

/-- For `h` of squared length below 16, the shell of `h` consists of all grid vectors with the
length of `h`. -/
theorem mem_shell (h v : Site) (hh : len2 h < 16) : v ∈ shell h ↔ len2 v = len2 h := by
  obtain ⟨x, y, z⟩ := v
  simp only [shell, mem_filter, mem_product, mem_Icc]
  refine ⟨fun e => e.2, fun e => ⟨?_, e⟩⟩
  -- a coordinate of size 4 or more would already make the vector too long
  have hl : x * x + y * y + z * z < 16 := by
    have e' : x * x + y * y + z * z = len2 h := e
    omega
  have hx := mul_self_nonneg x
  have hy := mul_self_nonneg y
  have hz := mul_self_nonneg z
  refine ⟨⟨?_, ?_⟩, ⟨?_, ?_⟩, ?_, ?_⟩ <;> nlinarith

/-- Each of the four orderings repeats after four grid steps along every cubic axis. -/
theorem orderings_periodic (s : Site → ℤ) (hs : s ∈ orderings) (x y z a b c : ℤ) :
    s (x + 4 * a, y + 4 * b, z + 4 * c) = s (x, y, z) := by
  simp only [orderings, List.mem_cons, List.not_mem_nil, or_false] at hs
  rcases hs with rfl | rfl | rfl | rfl <;>
    simp only [L10, L11, phase40, Z2, alternating, doubled] <;>
    split_ifs <;> omega

/-- Each of the four orderings has as many up spins as down spins in the cell. -/
theorem orderings_equiatomic (s : Site → ℤ) (hs : s ∈ orderings) : ∑ r ∈ cell, s r = 0 := by
  simp only [orderings, List.mem_cons, List.not_mem_nil, or_false] at hs
  rcases hs with rfl | rfl | rfl | rfl <;> decide +kernel

/-- The pair correlations of L1₀ on the first four shells are -1/3, 1, -1/3, 1. -/
theorem corr_L10 : corr L10 (1, 1, 0) = -1 / 3 ∧ corr L10 (2, 0, 0) = 1 ∧
    corr L10 (2, 1, 1) = -1 / 3 ∧ corr L10 (2, 2, 0) = 1 := by
  decide +kernel

/-- The pair correlations of L1₁ on the first four shells are 0, -1, 0, 1. -/
theorem corr_L11 : corr L11 (1, 1, 0) = 0 ∧ corr L11 (2, 0, 0) = -1 ∧
    corr L11 (2, 1, 1) = 0 ∧ corr L11 (2, 2, 0) = 1 := by
  decide +kernel

/-- The pair correlations of phase 40 on the first four shells are -1/3, 1/3, 1/3, -1/3. -/
theorem corr_phase40 : corr phase40 (1, 1, 0) = -1 / 3 ∧ corr phase40 (2, 0, 0) = 1 / 3 ∧
    corr phase40 (2, 1, 1) = 1 / 3 ∧ corr phase40 (2, 2, 0) = -1 / 3 := by
  decide +kernel

/-- The pair correlations of the + + - - stacking along z on the first four shells are
1/3, 1/3, -1/3, -1/3. -/
theorem corr_Z2 : corr Z2 (1, 1, 0) = 1 / 3 ∧ corr Z2 (2, 0, 0) = 1 / 3 ∧
    corr Z2 (2, 1, 1) = -1 / 3 ∧ corr Z2 (2, 2, 0) = -1 / 3 := by
  decide +kernel

/-- For rational weights with sum one, the weighted mean of the pair correlations of the four
orderings vanishes on all of the first four shells exactly when the weights are 0 for L1₀,
1/4 for L1₁, 3/8 for phase 40 and 3/8 for the + + - - stacking along z. -/
theorem quasirandom_mixture_iff (a b c d : ℚ) (hsum : a + b + c + d = 1) :
    (∀ h ∈ fourShells,
      a * corr L10 h + b * corr L11 h + c * corr phase40 h + d * corr Z2 h = 0) ↔
    a = 0 ∧ b = 1 / 4 ∧ c = 3 / 8 ∧ d = 3 / 8 := by
  obtain ⟨p1, p2, p3, p4⟩ := corr_L10
  obtain ⟨q1, q2, q3, q4⟩ := corr_L11
  obtain ⟨r1, r2, r3, r4⟩ := corr_phase40
  obtain ⟨t1, t2, t3, t4⟩ := corr_Z2
  -- one linear equation for the weights from each shell
  simp only [fourShells, List.mem_cons, List.not_mem_nil, or_false, forall_eq_or_imp,
    forall_eq, p1, p2, p3, p4, q1, q2, q3, q4, r1, r2, r3, r4, t1, t2, t3, t4]
  constructor
  · rintro ⟨e1, e2, e3, e4⟩
    refine ⟨?_, ?_, ?_, ?_⟩ <;> linarith
  · rintro ⟨ha, hb, hc, hd⟩
    rw [ha, hb, hc, hd]
    norm_num

/-- With weights 1/4 for L1₁, 3/8 for phase 40 and 3/8 for the + + - - stacking along z, the mean
pair correlation is 0 on the fifth shell (310) and -1 on the sixth shell (222). -/
theorem quasirandom_mixture_next_shells :
    1 / 4 * corr L11 (3, 1, 0) + 3 / 8 * corr phase40 (3, 1, 0) + 3 / 8 * corr Z2 (3, 1, 0) = 0 ∧
    1 / 4 * corr L11 (2, 2, 2) + 3 / 8 * corr phase40 (2, 2, 2) + 3 / 8 * corr Z2 (2, 2, 2)
      = -1 := by
  decide +kernel

end FccOrderingCorrelations
```

```lean
#print axioms FccOrderingCorrelations.orderings_periodic
#print axioms FccOrderingCorrelations.orderings_equiatomic
#print axioms FccOrderingCorrelations.quasirandom_mixture_iff
#print axioms FccOrderingCorrelations.quasirandom_mixture_next_shells
```

```
'FccOrderingCorrelations.orderings_periodic' depends on axioms: [propext, Quot.sound]
'FccOrderingCorrelations.orderings_equiatomic' depends on axioms: [propext, Classical.choice, Quot.sound]
'FccOrderingCorrelations.quasirandom_mixture_iff' depends on axioms: [propext, Classical.choice, Quot.sound]
'FccOrderingCorrelations.quasirandom_mixture_next_shells' depends on axioms: [propext, Classical.choice, Quot.sound]
```

## What the definitions and theorems say

A `Site` is any integer triple. The fcc condition of even coordinate sum enters through `cell`, the 32 even-sum points of a 4×4×4 block. `len2` is the squared length in units of half the cubic edge, squared. A vector of even squared length has an even coordinate sum, so each shell used here leads from fcc sites to fcc sites.

`shell h` collects vectors of the same length as `h` from a box with coordinates between −3 and 3. `mem_shell` states that for squared length below 16 the box misses nothing. The longest vector used, (222), has squared length 12.

`corr s h` is $\Pi_h(s)$: an integer double sum over sites and shell vectors, divided as a rational number by the number of terms. The spin patterns are functions on the whole grid, so `s (r + v)` makes sense when `r + v` leaves the cell, and no index has to be wrapped. `orderings_periodic` says that each pattern repeats after four grid steps along every axis, and the average over `cell` is therefore the average over the infinite crystal.

`alternating` and `doubled` are the sequences +−+− and ++−−, and `L10`, `L11`, `phase40` and `Z2` apply them to the layer indices used above. `orderings_equiatomic` says that the spins in the cell sum to zero, so every structure has composition 1:1. This makes zero the right target: in a random alloy of that composition, spins on different sites are independent with mean zero, and so is their mean product.

The four theorems `corr_L10`, `corr_L11`, `corr_phase40` and `corr_Z2` are your table. `quasirandom_mixture_iff` is an equivalence for rational weights with sum one, so it contains both the cancellation and the uniqueness. The weights may have any sign; it is a result that none comes out negative. `quasirandom_mixture_next_shells` gives the values on (310) and (222).

The model has ideal lattice sites, two species in equal amounts, and pairs only. Triplets, larger clusters and atomic relaxation do not appear in it.

## How Lean gets there

In `mem_shell`, one direction reads the length condition off the definition. The other needs every coordinate to lie between −3 and 3. The three squares are nonnegative and sum to less than 16, so a coordinate of size 4 or more is impossible, and `nlinarith` derives each of the six bounds from this.

`orderings_periodic` treats the four patterns separately. After the definitions are unfolded, it remains to show that adding multiples of 4 to the coordinates leaves the relevant remainder in the same class, which `omega` settles.

The spin sums, the table and the values on the next two shells are proved by `decide +kernel`: Lean's kernel evaluates the finite sums and compares the resulting fractions. Where the hand derivation groups vectors by their contribution, the kernel adds all the terms, at most 32 × 24 of them for one correlation. The two routes share only the definitions, so their agreement is a useful check on the hand count.

`quasirandom_mixture_iff` follows the hand argument closely. The sixteen table entries are substituted, which leaves the four linear equations above. `linarith` combines them with the sum condition to obtain each weight, and for the converse `norm_num` inserts the weights and checks the equations.

## In an alloy calculation

In a script, the correlation can be computed on a periodic array. Let `s` be a 4×4×4 NumPy array with ±1 on the even-sum sites and 0 elsewhere, and `shell` a list of integer triples:

```python
corr = sum((s * np.roll(s, v, axis=(0, 1, 2))).sum()
           for v in shell) / (32 * len(shell))
```

`np.roll` shifts by $-v$ where the formula has $+v$, but the shell contains both, so the result is the same. The table gives sixteen exact values to test such a routine against.

The weights then enter in a single line. With energies per atom from three separate calculations, the estimate for the random alloy is

$$
E_{\text{random}}\approx\tfrac14E_{\mathrm{L1_1}}+\tfrac38E_{40}+\tfrac38E_{++--}.
$$

The energies must be per atom and not per cell, because the primitive cell of L1₁ has two atoms and the other two have four each.

How good the estimate is depends on the interactions. Take a fixed-lattice pair model with energy per site $J_0+\tfrac12\sum_k n_kJ_k\Pi_k$, where $k$ numbers the shells, $n_k$ is the number of vectors in shell $k$, $J_k$ the pair interaction and $\Pi_k$ the correlation. If the interactions end at the fifth shell, the mixture reproduces the random value $J_0$ exactly; if they reach the sixth, it gives $J_0-4J_6$. This energy estimate is my own short calculation from the correlations and is not part of the Lean file. For electronic-structure energies, which also contain many-body and relaxation terms, the three-structure average is an approximation, and a sizeable $J_6$ makes it a poor one. Adding a structure with a positive (222) correlation is not enough to repair it: L1₀ has $+1$ there, and the first four shells force its weight to zero. The reason is the small period. If the spins of a structure sum to zero over the 4×4×4 cell and repeat with it, then summing the correlations over all 32 vectors of the cell gives $1+12\Pi_1+3\Pi_2+12\Pi_3+3\Pi_4+\Pi_6=0$ (again by hand, not in the Lean file). Any average of such structures that cancels the first four shells therefore has $-1$ on the sixth. Equiatomic structures that do not fit this cell are not bound by the relation, and those are the ones to try.
